# Transition strength between nondegenerate states from left and right eigenvectors of a similarity-transformed Hamiltonian

A molecule in an optical cavity absorbs light by passing between states of the coupled electron-photon system. For a Hermitian Hamiltonian $H$ with unit eigenvectors $u,v$ and a Hermitian transition operator $M$, the strength is $|\langle u,Mv\rangle|^2$, without any energy prefactor. QED coupled cluster works instead with $S^{-1}HS$, where $S=e^T$ and $T$ is the cluster operator. This matrix is generally not Hermitian, and its left and right eigenvectors $l,r$ need not be adjoints of each other. The normalisation $lr=1$ for each state leaves a scale factor free, so the two moments for one transition, $l_aS^{-1}MSr_b$ and $l_bS^{-1}MSr_a$ for states at energies $a$ and $b$, can differ in magnitude. If the states are nondegenerate and the full transformed matrix is used, without truncation, their product is $|\langle u,Mv\rangle|^2$.

```lean
import Mathlib

open Matrix

namespace QEDCoupledClusterTransition

noncomputable section

variable {n : Type*} [Fintype n] [DecidableEq n]
```

The index set `n` is finite and labels a basis of electron-photon states. Below, `*ᵥ` is matrix times column, `ᵥ*` is row times matrix, and `⬝ᵥ` is the sum $\sum_i x_i y_i$ without conjugation. Conjugation is written `star`, so `star u ⬝ᵥ v` is $\langle u,v\rangle=u^\dagger v$.

```lean
/-- The similarity-transformed operator `S⁻¹ A S`, for an invertible matrix `S`. -/
def dressed (S A : Matrix n n ℂ) : Matrix n n ℂ := S⁻¹ * A * S
```

`dressed S A` is $S^{-1}AS$. The word refers to the transformation, not to the dressed states of quantum optics. We write $N=S^{-1}MS$.

```lean
/-- The unit vector `u` is an eigenvector of `H` at the real energy `E`, and it spans the
eigenspace. -/
def IsNondegenerateState (H : Matrix n n ℂ) (E : ℝ) (u : n → ℂ) : Prop :=
  H *ᵥ u = (E : ℂ) • u ∧ star u ⬝ᵥ u = 1 ∧
    ∀ x, H *ᵥ x = (E : ℂ) • x → ∃ c : ℂ, x = c • u
```

This says $Hu=Eu$, $u^\dagger u=1$, and that every solution of $Hx=Ex$ is a multiple of $u$. The level is therefore nondegenerate.

```lean
/-- A left eigenvector `l` and a right eigenvector `r` of `A` at the same real energy `E`,
normalised by `l r = 1`. -/
structure IsBiorthogonalPair (A : Matrix n n ℂ) (E : ℝ) (l r : n → ℂ) : Prop where
  left : l ᵥ* A = (E : ℂ) • l
  right : A *ᵥ r = (E : ℂ) • r
  norm : l ⬝ᵥ r = 1
```

A pair consists of a row $l$ and a column $r$ with $lA=El$, $Ar=Er$ and $lr=1$. Neither vector needs unit length.

## The scale freedom in the eigenvectors

```lean
/-- For invertible `S`, the matrix element of the dressed operator between `u† S` and `S⁻¹ v`
is the matrix element of the bare operator between `u` and `v`. -/
theorem dressed_moment {S : Matrix n n ℂ} (hS : IsUnit S.det) (M : Matrix n n ℂ)
    (u v : n → ℂ) :
    (star u ᵥ* S) ⬝ᵥ (dressed S M *ᵥ (S⁻¹ *ᵥ v)) = star u ⬝ᵥ (M *ᵥ v) := by
  have key : S * dressed S M * S⁻¹ = M := by
    calc S * dressed S M * S⁻¹ = (S * S⁻¹) * M * (S * S⁻¹) := by
          simp only [dressed, Matrix.mul_assoc]
      _ = M := by rw [mul_nonsing_inv S hS, Matrix.one_mul, Matrix.mul_one]
  simp only [Matrix.dotProduct_mulVec, Matrix.vecMul_vecMul, key]
```

The transformation cancels between matching vectors:
$$(u^\dagger S)(S^{-1}MS)(S^{-1}v)=u^\dagger Mv.$$
The line `key` is $SNS^{-1}=M$.

```lean
/-- For Hermitian `H`, invertible `S` and a nondegenerate state `u`, the normalised left and right
eigenvectors of `S⁻¹ H S` at the energy of `u` are exactly `c⁻¹ u† S` and `c S⁻¹ u` with a
nonzero complex number `c`. -/
theorem biorthogonalPair_iff {H S : Matrix n n ℂ} (hH : H.IsHermitian) (hS : IsUnit S.det)
    {E : ℝ} {u : n → ℂ} (hu : IsNondegenerateState H E u) (l r : n → ℂ) :
    IsBiorthogonalPair (dressed S H) E l r ↔
      ∃ c : ℂ, c ≠ 0 ∧ l = c⁻¹ • (star u ᵥ* S) ∧ r = c • (S⁻¹ *ᵥ u) := by
  obtain ⟨hEu, hnorm, hspan⟩ := hu
  have h1 : S * S⁻¹ = 1 := mul_nonsing_inv S hS
  have h2 : S⁻¹ * S = 1 := nonsing_inv_mul S hS
  have hE : star (E : ℂ) = (E : ℂ) := Complex.conj_ofReal E
  have hSA : S * dressed S H = H * S := by
    rw [dressed, Matrix.mul_assoc S⁻¹, ← Matrix.mul_assoc S, h1, Matrix.one_mul]
  have hAS : dressed S H * S⁻¹ = S⁻¹ * H := by
    rw [dressed, Matrix.mul_assoc, h1, Matrix.mul_one]
  have hone : (star u ᵥ* S) ⬝ᵥ (S⁻¹ *ᵥ u) = 1 := by
    rw [Matrix.dotProduct_mulVec, Matrix.vecMul_vecMul, h1, Matrix.vecMul_one, hnorm]
  constructor
  · rintro ⟨hl, hr, hlr⟩
    -- `S r` is an eigenvector of the bare Hamiltonian
    obtain ⟨c, hc⟩ := hspan (S *ᵥ r) (by
      rw [Matrix.mulVec_mulVec, ← hSA, ← Matrix.mulVec_mulVec, hr, Matrix.mulVec_smul])
    have hr' : r = c • (S⁻¹ *ᵥ u) := by
      rw [← Matrix.mulVec_smul, ← hc, Matrix.mulVec_mulVec, h2, Matrix.one_mulVec]
    -- the adjoint of `l S⁻¹` is one too, because `H` is Hermitian
    have hy : (l ᵥ* S⁻¹) ᵥ* H = (E : ℂ) • (l ᵥ* S⁻¹) := by
      rw [Matrix.vecMul_vecMul, ← hAS, ← Matrix.vecMul_vecMul, hl, Matrix.smul_vecMul]
    obtain ⟨d, hd⟩ := hspan (star (l ᵥ* S⁻¹)) (by
      have h := congrArg star hy
      rw [Matrix.star_vecMul, hH.eq, star_smul, hE] at h
      exact h)
    have hd' : l ᵥ* S⁻¹ = star d • star u := by
      rw [← star_smul, ← hd, star_star]
    have hl' : l = star d • (star u ᵥ* S) := by
      rw [← Matrix.smul_vecMul, ← hd', Matrix.vecMul_vecMul, h2, Matrix.vecMul_one]
    -- the normalisation ties the two scale factors together
    have hdc : star d * c = 1 := by
      rw [hl', hr', smul_dotProduct, dotProduct_smul, hone] at hlr
      simpa only [smul_eq_mul, mul_one] using hlr
    have hc0 : c ≠ 0 := right_ne_zero_of_mul_eq_one hdc
    exact ⟨c, hc0, by rw [← eq_inv_of_mul_eq_one_left hdc]; exact hl', hr'⟩
  · rintro ⟨c, hc, rfl, rfl⟩
    have huH : star u ᵥ* H = (E : ℂ) • star u := by
      have h := congrArg star hEu
      rw [Matrix.star_mulVec, hH.eq, star_smul, hE] at h
      exact h
    refine ⟨?_, ?_, ?_⟩
    · rw [Matrix.smul_vecMul, Matrix.vecMul_vecMul, hSA, ← Matrix.vecMul_vecMul, huH,
        Matrix.smul_vecMul, smul_comm]
    · rw [Matrix.mulVec_smul, Matrix.mulVec_mulVec, hAS, ← Matrix.mulVec_mulVec, hEu,
        Matrix.mulVec_smul, smul_comm]
    · rw [smul_dotProduct, dotProduct_smul, hone, smul_eq_mul, smul_eq_mul, mul_one,
        inv_mul_cancel₀ hc]
```

The normalised pairs at energy $E$ are exactly $l=c^{-1}u^\dagger S$, $r=cS^{-1}u$ with $c\neq0$.

Given a pair, $H(Sr)=S(S^{-1}HS)r=E\,Sr$, so nondegeneracy gives $Sr=cu$. Likewise $(lS^{-1})H=E\,lS^{-1}$. Since $H$ is Hermitian and $E$ real, the adjoint of this equation makes $(lS^{-1})^\dagger$ an eigenvector of $H$, hence equal to $du$, and $l=\bar d\,u^\dagger S$. Then $1=lr=\bar d c$, so $\bar d=c^{-1}$. In Lean, `hspan` supplies $c$ and $d$, and `hdc` is $\bar d c=1$.

Conversely, $c^{-1}u^\dagger S(S^{-1}HS)=c^{-1}u^\dagger HS=E\,c^{-1}u^\dagger S$ and $(S^{-1}HS)cS^{-1}u=cS^{-1}Hu=E\,cS^{-1}u$, while $lr=u^\dagger u=1$.

## The product of the two moments

```lean
/-- For Hermitian `H` and `M`, invertible `S` and nondegenerate states `u`, `v` of `H`, the product
of the two one-sided transition moments of `S⁻¹ M S` between normalised left and right
eigenvectors of `S⁻¹ H S` is the transition strength `|⟨u, M v⟩|²`. -/
theorem transition_strength {H M S : Matrix n n ℂ} (hH : H.IsHermitian) (hM : M.IsHermitian)
    (hS : IsUnit S.det) {a b : ℝ} {u v la ra lb rb : n → ℂ}
    (hu : IsNondegenerateState H a u) (hv : IsNondegenerateState H b v)
    (ha : IsBiorthogonalPair (dressed S H) a la ra)
    (hb : IsBiorthogonalPair (dressed S H) b lb rb) :
    (la ⬝ᵥ (dressed S M *ᵥ rb)) * (lb ⬝ᵥ (dressed S M *ᵥ ra)) =
      ((‖star u ⬝ᵥ (M *ᵥ v)‖ ^ 2 : ℝ) : ℂ) := by
  obtain ⟨c, hc, rfl, rfl⟩ := (biorthogonalPair_iff hH hS hu la ra).1 ha
  obtain ⟨d, hd, rfl, rfl⟩ := (biorthogonalPair_iff hH hS hv lb rb).1 hb
  have hconj : star v ⬝ᵥ (M *ᵥ u) = star (star u ⬝ᵥ (M *ᵥ v)) := by
    rw [← Matrix.star_dotProduct_star, star_star, Matrix.star_mulVec, hM.eq,
      ← Matrix.dotProduct_mulVec]
  have hsq : (star u ⬝ᵥ (M *ᵥ v)) * star (star u ⬝ᵥ (M *ᵥ v)) =
      ((‖star u ⬝ᵥ (M *ᵥ v)‖ ^ 2 : ℝ) : ℂ) := by
    rw [← Complex.normSq_eq_norm_sq]
    exact Complex.mul_conj _
  -- the arbitrary scale factors `c` and `d` cancel in the product
  simp only [Matrix.mulVec_smul, smul_dotProduct, dotProduct_smul, dressed_moment hS,
    smul_eq_mul]
  rw [← hsq, ← hconj]
  field_simp
```

Let $c$ and now $d$ be the scale factors of the pairs at $a$ and $b$. Then
$$l_aNr_b=\frac dc\,u^\dagger Mv,\qquad l_bNr_a=\frac cd\,v^\dagger Mu.$$
Because $M$ is Hermitian, $v^\dagger Mu=\overline{u^\dagger Mv}$ (`hconj`), so the product is $|\langle u,Mv\rangle|^2$ (`hsq`); `field_simp` cancels the scale factors.

The energies need not differ. If $a=b$, then $v$ is $u$ up to a phase, and the result is a squared expectation value.

This supports computing intensities from both moments in equation-of-motion coupled cluster, for finite matrices and the full transformed Hamiltonian. Practical calculations project that Hamiltonian onto a truncated set of excitations, a step the hypotheses do not include.

```lean
/-- For Hermitian `H`, invertible `S` and nondegenerate states `u`, `v` with `⟨u, M v⟩ ≠ 0`, a single
one-sided moment takes any prescribed nonzero value `z` for suitable normalised eigenvectors. -/
theorem one_sided_moment_arbitrary {H M S : Matrix n n ℂ} (hH : H.IsHermitian)
    (hS : IsUnit S.det) {a b : ℝ} {u v : n → ℂ}
    (hu : IsNondegenerateState H a u) (hv : IsNondegenerateState H b v)
    (hm : star u ⬝ᵥ (M *ᵥ v) ≠ 0) {z : ℂ} (hz : z ≠ 0) :
    ∃ la ra lb rb : n → ℂ, IsBiorthogonalPair (dressed S H) a la ra ∧
      IsBiorthogonalPair (dressed S H) b lb rb ∧ la ⬝ᵥ (dressed S M *ᵥ rb) = z := by
  refine ⟨_, _, _, _,
    (biorthogonalPair_iff hH hS hu _ _).2
      ⟨(star u ⬝ᵥ (M *ᵥ v)) / z, div_ne_zero hm hz, rfl, rfl⟩,
    (biorthogonalPair_iff hH hS hv _ _).2 ⟨1, one_ne_zero, rfl, rfl⟩, ?_⟩
  rw [one_smul, smul_dotProduct, dressed_moment hS, smul_eq_mul, inv_div,
    div_mul_cancel₀ _ hm]
```

If $m=u^\dagger Mv\neq0$, a single moment between different states has no fixed value: choose $c=m/z$ and $d=1$; then $l_aNr_b=m/c=z$, for any nonzero $z$.

## Two polaritons as an example

```lean
/-- One-excitation block of a molecule resonant with a cavity mode: common energy `w`, coupling `g`.
The first basis state carries the photon, the second the molecular excitation. -/
def cavityBlock (w g : ℝ) : Matrix (Fin 2) (Fin 2) ℂ := !![(w : ℂ), g; g, w]
```

A photon and a molecular excitation share the energy $w$ and are coupled by $g$. The block stands alone in the rotating-wave approximation, where the coupling conserves the number of excitations.

```lean
/-- The amplitude `1/√2`. -/
def amp : ℝ := (√2)⁻¹

/-- The superposition `(1, σ)/√2` of photon and molecular excitation. -/
def polariton (σ : ℝ) : Fin 2 → ℂ := ![(amp : ℂ), σ * amp]
```

The vector `polariton σ` is $(1,\sigma)/\sqrt2$.

```lean
/-- The squared amplitude is one half. -/
theorem amp_sq : (amp : ℂ) * amp = 1 / 2 := by
  have h : amp * amp = 1 / 2 := by
    rw [amp, ← mul_inv, Real.mul_self_sqrt (by norm_num)]
    norm_num
  rw [← Complex.ofReal_mul, h]
  norm_num
```

This is $(1/\sqrt2)^2=1/2$, used for the norms and the moment below.

```lean
/-- For nonzero coupling `g` and a sign `σ = ±1`, the polariton `(1, σ)/√2` is a nondegenerate state
of the cavity block at energy `w + σ g`. -/
theorem polariton_nondegenerate (w : ℝ) {g σ : ℝ} (hg : g ≠ 0) (hσ : σ ^ 2 = 1) :
    IsNondegenerateState (cavityBlock w g) (w + σ * g) (polariton σ) := by
  have hσ' : (σ : ℂ) ^ 2 = 1 := by exact_mod_cast hσ
  have hg' : (g : ℂ) ≠ 0 := Complex.ofReal_ne_zero.2 hg
  have hs := amp_sq
  have row (x : Fin 2 → ℂ) :
      cavityBlock w g *ᵥ x = ![w * x 0 + g * x 1, g * x 0 + w * x 1] := by
    ext i
    fin_cases i <;> simp [cavityBlock, Matrix.mulVec, dotProduct, Fin.sum_univ_two]
  refine ⟨?_, ?_, fun x hx => ?_⟩
  · rw [row]
    ext i
    fin_cases i
    · change (w : ℂ) * amp + g * (σ * amp) = ((w + σ * g : ℝ) : ℂ) * amp
      push_cast
      ring
    · change (g : ℂ) * amp + w * (σ * amp) = ((w + σ * g : ℝ) : ℂ) * (σ * amp)
      push_cast
      linear_combination (-(g : ℂ) * amp) * hσ'
  · rw [dotProduct, Fin.sum_univ_two]
    change star (amp : ℂ) * amp + star ((σ : ℂ) * amp) * (σ * amp) = 1
    rw [← Complex.ofReal_mul σ amp, show star (amp : ℂ) = amp from Complex.conj_ofReal _,
      show star ((σ * amp : ℝ) : ℂ) = ((σ * amp : ℝ) : ℂ) from Complex.conj_ofReal _]
    push_cast
    linear_combination (1 + (σ : ℂ) ^ 2) * hs + (1 / 2) * hσ'
  · -- the first row of the eigenvalue equation fixes the ratio of the two components
    rw [row] at hx
    have h0 := congrFun hx 0
    change (w : ℂ) * x 0 + g * x 1 = ((w + σ * g : ℝ) : ℂ) * x 0 at h0
    push_cast at h0
    have h1 : x 1 = σ * x 0 := mul_left_cancel₀ hg' (by linear_combination h0)
    refine ⟨2 * amp * x 0, ?_⟩
    ext i
    fin_cases i
    · change x 0 = 2 * amp * x 0 * amp
      linear_combination (-2 * x 0) * hs
    · change x 1 = 2 * amp * x 0 * (σ * amp)
      linear_combination h1 - 2 * σ * x 0 * hs
```

For $\sigma^2=1$,
$$H\begin{pmatrix}1\\\sigma\end{pmatrix}=\begin{pmatrix}w+\sigma g\\g+\sigma w\end{pmatrix}=(w+\sigma g)\begin{pmatrix}1\\\sigma\end{pmatrix},$$
and the squared norm is $(1+\sigma^2)/2=1$. For any eigenvector $x$ at this energy, the first row gives $gx_1=\sigma gx_0$. As $g\neq0$, $x_1=\sigma x_0$, so $x$ is $\sqrt2\,x_0$ times the polariton. The `linear_combination` steps check this algebra.

```lean
/-- For `g ≠ 0`, the cavity block, its two polaritons, the photon number `diag(1, 0)` and the
triangular transformation with amplitude `t` meet the conditions on `H`, `u`, `v`, `M` and `S` in
the transition-strength theorem, with transition moment `1/2`. -/
theorem transition_strength_witness (w : ℝ) {g : ℝ} (hg : g ≠ 0) (t : ℂ) :
    (cavityBlock w g).IsHermitian ∧ (!![1, 0; 0, 0] : Matrix (Fin 2) (Fin 2) ℂ).IsHermitian ∧
      IsUnit (!![1, t; 0, 1] : Matrix (Fin 2) (Fin 2) ℂ).det ∧
      IsNondegenerateState (cavityBlock w g) (w + g) (polariton 1) ∧
      IsNondegenerateState (cavityBlock w g) (w - g) (polariton (-1)) ∧
      star (polariton 1) ⬝ᵥ ((!![1, 0; 0, 0] : Matrix (Fin 2) (Fin 2) ℂ) *ᵥ polariton (-1)) =
        1 / 2 := by
  refine ⟨?_, ?_, ?_, ?_, ?_, ?_⟩
  · refine Matrix.IsHermitian.ext fun i j => ?_
    fin_cases i <;> fin_cases j <;> simp [cavityBlock]
  · refine Matrix.IsHermitian.ext fun i j => ?_
    fin_cases i <;> fin_cases j <;> simp
  · simp [Matrix.det_fin_two]
  · rw [show w + g = w + 1 * g by ring]
    exact polariton_nondegenerate w hg (by norm_num)
  · rw [show w - g = w + (-1) * g by ring]
    exact polariton_nondegenerate w hg (by norm_num)
  · have row (x : Fin 2 → ℂ) :
        (!![1, 0; 0, 0] : Matrix (Fin 2) (Fin 2) ℂ) *ᵥ x = ![x 0, 0] := by
      ext i
      fin_cases i <;> simp [Matrix.mulVec, dotProduct, Fin.sum_univ_two]
    rw [row, dotProduct, Fin.sum_univ_two]
    change star (amp : ℂ) * amp + star (((1 : ℝ) : ℂ) * amp) * 0 = 1 / 2
    rw [mul_zero, add_zero, show star (amp : ℂ) = amp from Complex.conj_ofReal _]
    exact amp_sq

end

end QEDCoupledClusterTransition
```

Here $M=\mathrm{diag}(1,0)$ counts photons; as a perturbation it describes a modulation of the cavity frequency, not the dipole coupling of light absorption. The matrix $S=\begin{pmatrix}1&t\\0&1\end{pmatrix}$ has determinant 1; $t$ is a free parameter, not a solution of cluster equations. Only the first components contribute to the moment, giving $\tfrac1{\sqrt2}\cdot\tfrac1{\sqrt2}=\tfrac12$. The product of one-sided moments is therefore $\tfrac14$ for every $t$.

In the limit $t=0$, $S$ is the identity. Taking $r_a=u$, $r_b=v$ and their adjoints as left vectors makes both moments $\tfrac12$, the ordinary Hermitian result.

```lean
#print axioms QEDCoupledClusterTransition.transition_strength
#print axioms QEDCoupledClusterTransition.one_sided_moment_arbitrary
```

```
'QEDCoupledClusterTransition.transition_strength' depends on axioms: [propext, Classical.choice, Quot.sound]
'QEDCoupledClusterTransition.one_sided_moment_arbitrary' depends on axioms: [propext, Classical.choice, Quot.sound]
```
